# For all-to-all hopping, every Jordan–Wigner ordering has the same total string length

I could run a long search over mode orderings for a model with hopping between every pair of modes, use the total Jordan–Wigner string length as the cost, and blame the optimiser when nothing improves. I suspect that the cost is simply constant. The string of a pair is one site shorter than the distance between its two qubits, so it is enough to study the total distance. If $p(i)$ is the qubit that encodes mode $i$, the claim is

$$S(p)=\sum_{i<j}|p(i)-p(j)|=\frac{n^3-n}{6}$$

for every permutation $p$ of $n$ modes, with mean distance $(n+1)/3$ once $n\ge 2$. Can this be made rigorous and machine-checked, and does it depend on all pairs counting equally?

## Reordering only permutes the terms of the sum

The claim is right, and equal counting matters. Label modes and qubits $0,\dots,n-1$; shifting all labels by one changes no distance.

The distance is symmetric and vanishes for $i=j$, so the sum over all ordered pairs is $2S(p)$. As $i$ and $j$ run over all modes, $p(i)$ and $p(j)$ run over all qubits. Hence

$$2S(p)=D_n,\qquad D_n=\sum_{a,b=0}^{n-1}|a-b|,$$

and $p$ has disappeared. To evaluate $D_n$, start from $D_0=0$ and add a site at position $n$. Its distance to each old site enters twice:

$$D_{n+1}=D_n+2\sum_{a=0}^{n-1}(n-a)=D_n+n(n+1).$$

If $D_n=(n^3-n)/3$, the right-hand side is $(n^3+3n^2+2n)/3=((n+1)^3-(n+1))/3$, which completes the induction. Halving gives $S(p)$.

There are $n(n-1)/2$ pairs. For $n\ge2$, dividing $S(p)=n(n-1)(n+1)/6$ by this number gives $(n+1)/3$. The string of a pair occupies the qubits strictly between its endpoints, one fewer than the distance, so the total string length is

$$\frac{n^3-n}{6}-\frac{n(n-1)}{2}=\frac{n(n-1)(n-2)}{6}.$$

## Unequal weights on three modes

Give the pairs real weights $w_{01},w_{02},w_{12}$, and let the cost now be the weighted total distance. Subtracting $w_{01}+w_{02}+w_{12}$, which is the same for every ordering, gives the weighted string length, so both depend on the ordering in the same way. The natural order costs $w_{01}+2w_{02}+w_{12}$. Exchanging qubits 0 and 1 gives $w_{01}+w_{02}+2w_{12}$, so equal cost forces $w_{02}=w_{12}$. Exchanging 1 and 2 gives $2w_{01}+w_{02}+w_{12}$, which forces $w_{01}=w_{02}$. Conversely, a common weight multiplies the constant $S(p)$.

A chain shows the failure: with $w_{01}=w_{12}=1$ and $w_{02}=0$, the natural order costs 2, but exchanging the first two qubits raises the cost to 3. The corresponding total string lengths are 0 and 1.

## Orderings and strings in Lean

An ordering is `p : Equiv.Perm (Fin n)`, and `p i` is the qubit of mode `i`. `labelDistance` is a real absolute difference, `totalDistance` is $S(p)$, and `meanDistance` divides it by the number of pairs. `stringSites` is the open interval between the two qubits. `totalDistance_eq` and `total_string_length` hold for every $n$, including 0 and 1; `meanDistance_eq` assumes `2 ≤ n`, since with fewer modes there are no pairs to average over.

The file counts sites; it does not construct fermionic operators or derive their Pauli strings. Hopping amplitudes, longest strings, circuit depth and cancellations between gates do not enter. The weighted equivalence is for three modes only.

```lean
import Mathlib

open Finset

namespace JordanWignerAllToAll

noncomputable section

/-- The distance between the qubits that encode modes `i` and `j` when the modes are
placed on a line in the order `p`. -/
def labelDistance {n : ℕ} (p : Equiv.Perm (Fin n)) (i j : Fin n) : ℝ :=
  |((p i : ℕ) : ℝ) - ((p j : ℕ) : ℝ)|

/-- The sum of the label distances over all pairs of modes. -/
def totalDistance {n : ℕ} (p : Equiv.Perm (Fin n)) : ℝ :=
  ∑ i, ∑ j with i < j, labelDistance p i j

/-- The label distance averaged over all pairs of modes. -/
def meanDistance {n : ℕ} (p : Equiv.Perm (Fin n)) : ℝ :=
  totalDistance p / ∑ i : Fin n, ∑ j with i < j, (1 : ℝ)

/-- The qubits strictly between those of modes `i` and `j`, which carry the
Jordan-Wigner string of the hopping term between these modes. -/
def stringSites {n : ℕ} (p : Equiv.Perm (Fin n)) (i j : Fin n) : Finset (Fin n) :=
  Finset.Ioo (min (p i) (p j)) (max (p i) (p j))

/-- The sum of the label distances over all pairs, each pair weighted by `w i j`. -/
def weightedDistance {n : ℕ} (w : Fin n → Fin n → ℝ) (p : Equiv.Perm (Fin n)) : ℝ :=
  ∑ i, ∑ j with i < j, w i j * labelDistance p i j

/-- For a symmetric pair quantity without self-terms, the sum over all ordered pairs is
twice the sum over unordered pairs. -/
theorem sum_eq_two_mul_pairs {n : ℕ} (f : Fin n → Fin n → ℝ)
    (hs : ∀ i j, f i j = f j i) (h0 : ∀ i, f i i = 0) :
    ∑ i, ∑ j, f i j = 2 * ∑ i, ∑ j with i < j, f i j := by
  have split : ∀ i j, f i j =
      (if i < j then f i j else 0) + (if j < i then f j i else 0) := by
    intro i j
    rcases lt_trichotomy i j with h | h | h
    · rw [if_pos h, if_neg (not_lt_of_ge h.le), add_zero]
    · subst h
      simp [h0]
    · rw [if_neg (not_lt_of_ge h.le), if_pos h, zero_add]
      exact hs i j
  -- exchanging the two summations maps one half of the square onto the other
  have hswap : ∑ i, ∑ j, (if j < i then f j i else 0) =
      ∑ i, ∑ j, (if i < j then f i j else 0) := Finset.sum_comm
  simp only [Finset.sum_filter]
  calc ∑ i, ∑ j, f i j
      = ∑ i, ∑ j, ((if i < j then f i j else 0) + (if j < i then f j i else 0)) :=
        Finset.sum_congr rfl fun i _ => Finset.sum_congr rfl fun j _ => split i j
    _ = _ := by
        simp only [Finset.sum_add_distrib]
        rw [hswap]
        ring

/-- The distances between all ordered pairs of sites on a line of `n` sites add up to
`(n^3 - n) / 3`. -/
theorem sum_line_distances (n : ℕ) :
    ∑ i : Fin n, ∑ j : Fin n, |((i : ℕ) : ℝ) - ((j : ℕ) : ℝ)| = ((n : ℝ) ^ 3 - n) / 3 := by
  have hsum : ∀ m : ℕ, ∑ i : Fin m, ((i : ℕ) : ℝ) = (m : ℝ) * (m - 1) / 2 := by
    intro m
    rw [← Finset.sum_range (fun i : ℕ => (i : ℝ))]
    induction m with
    | zero => simp
    | succ m ih =>
      rw [Finset.sum_range_succ, ih]
      push_cast
      ring
  induction n with
  | zero => simp
  | succ n ih =>
    have hc : ∀ i : Fin n, ((Fin.castSucc i : Fin (n + 1)) : ℕ) = (i : ℕ) := fun _ => rfl
    have hl : ((Fin.last n : Fin (n + 1)) : ℕ) = n := rfl
    have hle : ∀ i : Fin n, ((i : ℕ) : ℝ) ≤ n := fun i => by exact_mod_cast i.isLt.le
    have h1 : ∀ i : Fin n, |(n : ℝ) - ((i : ℕ) : ℝ)| = n - ((i : ℕ) : ℝ) :=
      fun i => abs_of_nonneg (sub_nonneg.mpr (hle i))
    have h2 : ∀ i : Fin n, |((i : ℕ) : ℝ) - (n : ℝ)| = n - ((i : ℕ) : ℝ) :=
      fun i => by rw [abs_sub_comm, h1 i]
    -- the new site adds its distance to each old site, twice
    simp only [Fin.sum_univ_castSucc, hc, hl, Finset.sum_add_distrib, h1, h2, ih,
      Finset.sum_sub_distrib, hsum, sub_self, abs_zero, Finset.sum_const,
      Finset.card_univ, Fintype.card_fin, nsmul_eq_mul]
    push_cast
    ring

/-- All-to-all hopping on `n` modes has total label distance `(n^3 - n) / 6` in every
ordering of the modes. -/
theorem totalDistance_eq {n : ℕ} (p : Equiv.Perm (Fin n)) :
    totalDistance p = ((n : ℝ) ^ 3 - n) / 6 := by
  have h := sum_eq_two_mul_pairs (labelDistance p)
    (fun i j => abs_sub_comm _ _) (fun i => by simp [labelDistance])
  -- summing over modes is the same as summing over their labels
  have hp : ∑ i, ∑ j, labelDistance p i j = ((n : ℝ) ^ 3 - n) / 3 := by
    rw [← sum_line_distances n]
    calc ∑ i, ∑ j, labelDistance p i j
        = ∑ i, ∑ j : Fin n, |((p i : ℕ) : ℝ) - ((j : ℕ) : ℝ)| :=
          Finset.sum_congr rfl fun i _ =>
            Equiv.sum_comp p (fun j : Fin n => |((p i : ℕ) : ℝ) - ((j : ℕ) : ℝ)|)
      _ = _ := Equiv.sum_comp p
            (fun i : Fin n => ∑ j : Fin n, |((i : ℕ) : ℝ) - ((j : ℕ) : ℝ)|)
  unfold totalDistance
  linarith

/-- Among `n` modes there are `n (n - 1) / 2` pairs. -/
theorem pair_count (n : ℕ) :
    ∑ i : Fin n, ∑ j with i < j, (1 : ℝ) = (n : ℝ) * (n - 1) / 2 := by
  have h := sum_eq_two_mul_pairs (fun i j : Fin n => (1 : ℝ) - if i = j then 1 else 0)
    (fun i j => by simp only [eq_comm]) (fun i => by simp)
  have hfull : ∑ i : Fin n, ∑ j : Fin n, ((1 : ℝ) - if i = j then 1 else 0) =
      (n : ℝ) * (n - 1) := by
    simp [Finset.sum_sub_distrib]
    ring
  have hpairs : ∑ i : Fin n, ∑ j with i < j, ((1 : ℝ) - if i = j then 1 else 0) =
      ∑ i : Fin n, ∑ j with i < j, (1 : ℝ) := by
    refine Finset.sum_congr rfl fun i _ => Finset.sum_congr rfl fun j hj => ?_
    rw [if_neg (ne_of_lt (Finset.mem_filter.mp hj).2), sub_zero]
  rw [hfull, hpairs] at h
  linarith

/-- For at least two modes, the mean label distance is `(n + 1) / 3` in every ordering. -/
theorem meanDistance_eq {n : ℕ} (hn : 2 ≤ n) (p : Equiv.Perm (Fin n)) :
    meanDistance p = ((n : ℝ) + 1) / 3 := by
  have h2 : (2 : ℝ) ≤ n := by exact_mod_cast hn
  have hpos : 0 < (n : ℝ) * (n - 1) / 2 :=
    div_pos (mul_pos (by linarith) (by linarith)) (by norm_num)
  rw [meanDistance, totalDistance_eq, pair_count, div_eq_iff hpos.ne']
  ring

/-- The string between two distinct modes has one site fewer than their label distance. -/
theorem card_stringSites {n : ℕ} (p : Equiv.Perm (Fin n)) {i j : Fin n} (hij : i ≠ j) :
    ((stringSites p i j).card : ℝ) = labelDistance p i j - 1 := by
  have key : ∀ a b : Fin n, a < b →
      ((Finset.Ioo a b).card : ℝ) = |((a : ℕ) : ℝ) - ((b : ℕ) : ℝ)| - 1 := by
    intro a b hab
    have hlt : (a : ℕ) < (b : ℕ) := hab
    have hcard : (Finset.Ioo a b).card + 1 + (a : ℕ) = (b : ℕ) := by
      rw [Fin.card_Ioo]
      omega
    have hR : ((Finset.Ioo a b).card : ℝ) + 1 + ((a : ℕ) : ℝ) = ((b : ℕ) : ℝ) := by
      exact_mod_cast hcard
    have hltR : ((a : ℕ) : ℝ) < ((b : ℕ) : ℝ) := by exact_mod_cast hlt
    rw [abs_of_neg (sub_neg.mpr hltR)]
    linarith
  unfold stringSites labelDistance
  rcases lt_or_gt_of_ne (p.injective.ne hij) with h | h
  · rw [min_eq_left h.le, max_eq_right h.le]
    exact key _ _ h
  · rw [min_eq_right h.le, max_eq_left h.le, abs_sub_comm]
    exact key _ _ h

/-- The strings of all hopping pairs together have `n (n - 1) (n - 2) / 6` sites, in every
ordering of the modes. -/
theorem total_string_length {n : ℕ} (p : Equiv.Perm (Fin n)) :
    ∑ i, ∑ j with i < j, ((stringSites p i j).card : ℝ) =
      (n : ℝ) * (n - 1) * (n - 2) / 6 := by
  have h : ∑ i, ∑ j with i < j, ((stringSites p i j).card : ℝ) =
      totalDistance p - ∑ i : Fin n, ∑ j with i < j, (1 : ℝ) := by
    unfold totalDistance
    simp only [← Finset.sum_sub_distrib]
    exact Finset.sum_congr rfl fun i _ => Finset.sum_congr rfl fun j hj =>
      card_stringSites p (ne_of_lt (Finset.mem_filter.mp hj).2)
  rw [h, totalDistance_eq, pair_count]
  ring

/-- For three modes, the weighted total distance is the same in all orderings if and only
if the three pairs have equal weights. -/
theorem three_modes_order_independent_iff (w : Fin 3 → Fin 3 → ℝ) :
    (∀ p q : Equiv.Perm (Fin 3), weightedDistance w p = weightedDistance w q) ↔
      w 0 1 = w 0 2 ∧ w 0 2 = w 1 2 := by
  have expand : ∀ (v : Fin 3 → Fin 3 → ℝ), ∑ i, ∑ j with i < j, v i j =
      v 0 1 + v 0 2 + v 1 2 := by
    intro v
    simp [Finset.sum_filter, Fin.sum_univ_three]
  constructor
  · intro h
    -- compare the natural order with the two exchanges of neighbours
    have ha := h 1 (Equiv.swap 0 1)
    have hb := h 1 (Equiv.swap 1 2)
    have a0 : (Equiv.swap (0 : Fin 3) 1) 0 = 1 := by decide
    have a1 : (Equiv.swap (0 : Fin 3) 1) 1 = 0 := by decide
    have a2 : (Equiv.swap (0 : Fin 3) 1) 2 = 2 := by decide
    have b0 : (Equiv.swap (1 : Fin 3) 2) 0 = 0 := by decide
    have b1 : (Equiv.swap (1 : Fin 3) 2) 1 = 2 := by decide
    have b2 : (Equiv.swap (1 : Fin 3) 2) 2 = 1 := by decide
    have v0 : ((0 : Fin 3) : ℕ) = 0 := rfl
    have v1 : ((1 : Fin 3) : ℕ) = 1 := rfl
    have v2 : ((2 : Fin 3) : ℕ) = 2 := rfl
    simp only [weightedDistance, expand, labelDistance, Equiv.Perm.one_apply,
      a0, a1, a2, v0, v1, v2] at ha
    simp only [weightedDistance, expand, labelDistance, Equiv.Perm.one_apply,
      b0, b1, b2, v0, v1, v2] at hb
    norm_num [abs_of_nonneg, abs_of_neg] at ha hb
    constructor <;> linarith
  · rintro ⟨h1, h2⟩ p q
    have hw : ∀ r : Equiv.Perm (Fin 3),
        weightedDistance w r = w 0 1 * totalDistance r := by
      intro r
      unfold weightedDistance totalDistance
      rw [expand, expand, ← h2, ← h1]
      ring
    rw [hw, hw, totalDistance_eq, totalDistance_eq]

end

end JordanWignerAllToAll
```

```lean
#print axioms JordanWignerAllToAll.meanDistance_eq
-- 'JordanWignerAllToAll.meanDistance_eq' depends on axioms: [propext, Classical.choice, Quot.sound]
#print axioms JordanWignerAllToAll.total_string_length
-- 'JordanWignerAllToAll.total_string_length' depends on axioms: [propext, Classical.choice, Quot.sound]
#print axioms JordanWignerAllToAll.three_modes_order_independent_iff
-- 'JordanWignerAllToAll.three_modes_order_independent_iff' depends on axioms: [propext, Classical.choice, Quot.sound]
```

## From double sums to the ordering theorem

`sum_eq_two_mul_pairs` splits the square of index pairs into its two triangles, and `Finset.sum_comm` maps one onto the other. `sum_line_distances` is the induction: `Fin.sum_univ_castSucc` separates the new site, and `ring` checks the cubic identity. In `totalDistance_eq`, `Equiv.sum_comp` removes `p` from each sum in turn, and `linarith` does the halving.

`pair_count` applies the triangle lemma to $1-\delta_{ij}$, and `meanDistance_eq` performs the division. `card_stringSites` treats the two possible orders of the endpoints separately; `total_string_length` then subtracts one per pair. In `three_modes_order_independent_iff`, `ha` and `hb` are the two exchanges above, and `hw` factors out the common weight for the converse.

For a Jordan–Wigner simulation on a line with a hopping term between every pair of modes, the unweighted string total therefore cannot rank orderings. With three or more modes, individual strings can still change length, so a cost that distinguishes between pairs may still favour some orderings over others.
